# The Gaussian exp(−x²/2) has energy 1/2 in the oscillator p²/2 + x²/2

The theorem `gaussian_energy` concerns one particle on the line with the Hamiltonian p²/2 + x²/2, in units where ħ, the mass and the frequency are 1. It states that the real wave function ψ(x) = exp(−x²/2) is differentiable, that ψ², x²ψ² and ψ′² are all integrable, and that its energy is 1/2. The Gaussian is not normalised, so the energy is the Rayleigh quotient, in which the kinetic and potential integrals are divided by the integral of ψ². The proof computes ψ′ = −xψ, which makes the integrals of ψ′² and x²ψ² equal, and then uses the earlier lemma `integral_position_slope` to show that each is half the integral of ψ².

This version doesn't compile in Lean 4 with Mathlib:

```lean
import Mathlib

open MeasureTheory Filter Topology

namespace GaussianEnergy

noncomputable section

/-- Real wave functions on the line that are differentiable and have finite norm, finite
mean square position and finite kinetic energy. -/
structure Admissible (ψ : ℝ → ℝ) : Prop where
  diff : Differentiable ℝ ψ
  norm : Integrable fun x => ψ x ^ 2
  pot : Integrable fun x => x ^ 2 * ψ x ^ 2
  kin : Integrable fun x => deriv ψ x ^ 2

/-- The Rayleigh quotient of the oscillator `p^2/2 + x^2/2` for a real wave function,
meant for admissible functions that are not identically zero. -/
def energy (ψ : ℝ → ℝ) : ℝ :=
  (1 / 2 * (∫ x, deriv ψ x ^ 2) + 1 / 2 * ∫ x, x ^ 2 * ψ x ^ 2) / ∫ x, ψ x ^ 2

/-- The Gaussian `exp(-x^2/2)`. -/
def gaussian (x : ℝ) : ℝ := Real.exp (-x ^ 2 / 2)

/-- For an admissible wave function `x ψ ψ'` is integrable, and its integral is minus half
the norm integral. -/
theorem integral_position_slope {ψ : ℝ → ℝ} (h : Admissible ψ) :
    Integrable (fun x => x * ψ x * deriv ψ x) ∧
      ∫ x, x * ψ x * deriv ψ x = -(1 / 2) * ∫ x, ψ x ^ 2 := by
  have hc := h.diff.continuous
  have bound : ∀ u v : ℝ, |u * v| ≤ u ^ 2 + v ^ 2 := fun u v => abs_le.2
    ⟨by nlinarith [sq_nonneg (u + v), sq_nonneg u, sq_nonneg v],
     by nlinarith [sq_nonneg (u - v), sq_nonneg u, sq_nonneg v]⟩
  have i1 : Integrable fun x => x * ψ x * deriv ψ x := by
    refine (h.pot.add h.kin).mono' ((continuous_id.mul hc).measurable.mul
      (measurable_deriv ψ)).aestronglyMeasurable (Eventually.of_forall fun x => ?_)
    have hb := bound (x * ψ x) (deriv ψ x)
    rw [mul_pow] at hb
    exact hb
  have i2 : Integrable fun x => x * (ψ x * ψ x) := by
    refine (h.pot.add h.norm).mono' (continuous_id.mul (hc.mul hc)).aestronglyMeasurable
      (Eventually.of_forall fun x => ?_)
    have hb := bound (x * ψ x) (ψ x)
    rw [mul_pow, mul_assoc] at hb
    exact hb
  have hd : ∀ x, HasDerivAt (fun y => y * (ψ y * ψ y))
      (ψ x ^ 2 + 2 * (x * ψ x * deriv ψ x)) x := fun x =>
    ((hasDerivAt_id' x).fun_mul ((h.diff x).hasDerivAt.fun_mul
      (h.diff x).hasDerivAt)).congr_deriv (by ring)
  have h0 := integral_eq_zero_of_hasDerivAt_of_integrable hd
    (h.norm.add (i1.const_mul 2)) i2
  rw [integral_add h.norm (i1.const_mul 2), integral_const_mul] at h0
  exact ⟨i1, by linarith⟩

/-- The Gaussian `exp(-x^2/2)` is admissible and has oscillator energy `1/2`. -/
theorem gaussian_energy : Admissible gaussian ∧ energy gaussian = 1 / 2 := by
  have hd : ∀ x, HasDerivAt gaussian (-(x * gaussian x)) x := by
    intro x
    have h : HasDerivAt (fun y : ℝ => -y ^ 2 / 2) (-x) x :=
      ((hasDerivAt_pow 2 x).fun_neg.div_const 2).congr_deriv (by norm_num)
    exact h.exp.congr_deriv (by unfold gaussian; ring)
  have hsq : ∀ x, gaussian x ^ 2 = Real.exp (-1 * x ^ 2) := by
    intro x
    rw [gaussian, sq (Real.exp _), ← Real.exp_add]
    congr 1
    ring
  have hk : (fun x => deriv gaussian x ^ 2) = fun x => x ^ 2 * gaussian x ^ 2 := by
    funext x
    rw [(hd x).deriv]
    ring
  have ip : Integrable fun x => x ^ 2 * gaussian x ^ 2 := by
    have h := integrable_rpow_mul_exp_neg_mul_sq one_pos (s := 2) (by norm_num)
    simp only [Real.rpow_two] at h
    simp only [hsq]
    exact h
  have ha : Admissible gaussian := by
    refine ⟨fun x => (hd x).differentiableAt, ?_, ip, ?_⟩
    · simp only [hsq]
      exact integrable_exp_neg_mul_sq one_pos
    · rw [hk]
      exact ip
  have hN : 0 < ∫ x, gaussian x ^ 2 := by
    simp only [hsq]
    rw [integral_gaussian]
    exact Real.sqrt_pos.2 (by positivity)
  have hv := (integral_position_slope ha).2
  have e : (fun x => x * gaussian x * deriv gaussian x) =
      fun x => -(x ^ 2 * gaussian x ^ 2) := by
    funext x
    rw [(hd x).deriv]
    ring
  rw [e, integral_neg] at hv
  refine ⟨ha, ?_⟩
  rw [energy, hk, div_eq_iff hN.ne']
  linarith

end

end GaussianEnergy
```

The compiler's answer:

```
Main.lean:60:62: error: unsolved goals
x : ℝ
⊢ -(2 * x) / 2 = -x
```

What went wrong. The error comes from the derivative of the exponent, −y²/2. Mathlib's rules for powers, negation and division by a constant give this derivative in unsimplified form, and `congr_deriv` asks for a proof that it equals `-x`. The call to `norm_num` tidies the factor and the exponent left by the power rule, but stops at `-(2 * x) / 2 = -x`, which Lean reports as an unsolved goal.

The equation is true, but the minus sign stands outside the product `2 * x`, so the numerator is a negation and not a product with 2 as a factor, the shape in which simplification would cancel the 2 directly. The repair adds `ring` after `norm_num`. `ring` brings both sides to a common normal form, handling the sign and the division by the numeral 2 together, and so closes the remaining goal.

After these edits no error is left:

```diff
@@ -58,5 +58,5 @@
     intro x
     have h : HasDerivAt (fun y : ℝ => -y ^ 2 / 2) (-x) x :=
-      ((hasDerivAt_pow 2 x).fun_neg.div_const 2).congr_deriv (by norm_num)
+      ((hasDerivAt_pow 2 x).fun_neg.div_const 2).congr_deriv (by norm_num; ring)
     exact h.exp.congr_deriv (by unfold gaussian; ring)
   have hsq : ∀ x, gaussian x ^ 2 = Real.exp (-1 * x ^ 2) := by
```
